# Peierls phases of gradient form leave the one-particle ground energy and ground-state densities of a finite lattice unchanged

A charged particle hops between the sites of a finite lattice. The amplitude for a hop from site \(k\) to site \(j\) is the entry \(T_{jk}\) of a hopping matrix \(T\), and site \(j\) carries a real potential \(v_j\). A vector potential enters such a model through the Peierls substitution: each \(T_{jk}\) is multiplied by a phase \(e^{iA_{jk}}\), with \(A_{jk}\) proportional to the line integral of the vector potential along the bond. When the vector potential is a gradient, the bond phase is a difference \(A_{jk}=\theta_j-\theta_k\) of real numbers \(\theta_j\) attached to the sites, and it adds no magnetic flux through any loop. The matrix has in general changed all the same, so one may ask whether the ground energy and the ground-state density have. For one particle, a Hermitian \(T\) and phases of this difference form they have not, whatever the potential. General bond phases are a different matter, and the last two theorems give a test showing that some of them are not differences.

## States, phases and the Hamiltonian

In Lean 4 with Mathlib:

```lean
import Mathlib

open Matrix ComplexConjugate

namespace PeierlsGauge

noncomputable section

variable {n : Type*} [Fintype n] [DecidableEq n]
```

The type `n` is the finite set of sites; its elements are the site labels \(j,k\). A state is a function `n → ℂ`, one complex amplitude \(\psi_j\) per site, so there is a single spinless particle with one orbital per site.

```lean
/-- The local phase factor `exp(i θ_j)` at site `j`. -/
def phase (θ : n → ℝ) (j : n) : ℂ := Complex.exp ((θ j : ℂ) * Complex.I)
```

A line beginning with `def` introduces a name, lists its arguments and gives the value after `:=`. Here the site angles are a function `θ : n → ℝ`, and `phase θ j` is \(e^{i\theta_j}\).

```lean
/-- The gauge transformation of a one-particle state, `ψ_j ↦ exp(i θ_j) ψ_j`. -/
def gauge (θ : n → ℝ) (ψ : n → ℂ) : n → ℂ := fun j => phase θ j * ψ j
```

The notation `fun j => …` gives a function by its value at \(j\). This is the map \(U_\theta\) on states, \((U_\theta\psi)_j=e^{i\theta_j}\psi_j\), a diagonal matrix of phases.

```lean
/-- The hopping matrix with Peierls phases, `T'_jk = exp(i (θ_j - θ_k)) T_jk`. -/
def peierls (θ : n → ℝ) (T : Matrix n n ℂ) : Matrix n n ℂ :=
  Matrix.of fun j k => Complex.exp (((θ j - θ k : ℝ) : ℂ) * Complex.I) * T j k
```

`peierls θ T` is the matrix \(T'\) with \(T'_{jk}=e^{i(\theta_j-\theta_k)}T_{jk}\), the first index being the row. The diagonal entries are untouched, and on a single site \(T'=T\).

```lean
/-- The lattice Hamiltonian `T + diag(v)` with a real on-site potential `v`. -/
def hamiltonian (T : Matrix n n ℂ) (v : n → ℝ) : Matrix n n ℂ :=
  T + diagonal fun j => (v j : ℂ)
```

This is \(H=T+\operatorname{diag}(v)\). The potential is real by its type `n → ℝ`. Below, \(H'=T'+\operatorname{diag}(v)\) has the same \(v\).

```lean
/-- The energy expectation `Re ⟨ψ, H ψ⟩`. -/
def energy (H : Matrix n n ℂ) (ψ : n → ℂ) : ℝ := (star ψ ⬝ᵥ H *ᵥ ψ).re
```

`H *ᵥ ψ` is the vector \(H\psi\), `star ψ` conjugates each component, and `⬝ᵥ` sums products of components without any conjugation of its own. Hence
\[E_H(\psi)=\operatorname{Re}\sum_{j,k}\overline{\psi_j}\,H_{jk}\,\psi_k .\]
For Hermitian \(H\) the sum is real already; taking the real part makes the energy a real number for every matrix. There is no division by \(\langle\psi,\psi\rangle\).

```lean
/-- The site density `n_j = |ψ_j|²`. -/
def density (ψ : n → ℂ) : n → ℝ := fun j => ‖ψ j‖ ^ 2
```

The bars `‖ψ j‖` denote the modulus, so the density is \(\rho[\psi]_j=|\psi_j|^2\).

```lean
/-- The normalised states, whose density sums to one. -/
def unitStates (n : Type*) [Fintype n] : Set (n → ℂ) := {ψ | ∑ j, density ψ j = 1}
```

The braces `{ψ | …}` form the set of \(\psi\) with the stated property, here \(\sum_j|\psi_j|^2=1\): one particle in total.

```lean
/-- A ground state is a normalised state that minimises the energy. -/
def IsGroundState (H : Matrix n n ℂ) (ψ : n → ℂ) : Prop :=
  ψ ∈ unitStates n ∧ ∀ φ ∈ unitStates n, energy H ψ ≤ energy H φ
```

The type `Prop` marks a statement. It says that \(\psi\) is normalised and (`∧`) that \(E_H(\psi)\le E_H(\varphi)\) for all (`∀`) normalised \(\varphi\). The ground state is defined variationally, and degeneracy is allowed.

```lean
/-- The ground energy, the infimum of the energy over normalised states. -/
def groundEnergy (H : Matrix n n ℂ) : ℝ := sInf (energy H '' unitStates n)
```

The expression `energy H '' unitStates n` is the image of a set under a function, the set of energies of normalised states, and `sInf` is its infimum \(E_0(H)\).

```lean
/-- The set of densities of ground states. -/
def groundDensities (H : Matrix n n ℂ) : Set (n → ℝ) := density '' {ψ | IsGroundState H ψ}
```

This is the set \(\{\rho[\psi] : \psi \text{ a ground state of } H\}\). It is a set because a degenerate ground level can give several densities; only pure states contribute.

## The phase map carries one problem onto the other

```lean
omit [Fintype n] [DecidableEq n] in
/-- A gauge transformation leaves the density unchanged and undoes the transformation with phases
`-θ`. -/
theorem gauge_density_inv (θ : n → ℝ) (ψ : n → ℂ) :
    density (gauge θ ψ) = density ψ ∧ gauge θ (gauge (-θ) ψ) = ψ := by
  constructor
  · funext j
    simp only [density, gauge, phase, norm_mul, Complex.norm_exp_ofReal_mul_I, one_mul]
  · funext j
    have h : phase θ j * phase (-θ) j = 1 := by
      unfold phase
      rw [← Complex.exp_add]
      simp
    simp only [gauge]
    rw [← mul_assoc, h, one_mul]
```

A `theorem` has its statement between the colon and `:= by`, and the proof follows as a list of tactics. The statement is \(\rho[U_\theta\psi]=\rho[\psi]\) and \(U_\theta U_{-\theta}\psi=\psi\). Both hold site by site:
\[|e^{i\theta_j}\psi_j|^2=|\psi_j|^2,\qquad e^{i\theta_j}e^{-i\theta_j}\psi_j=\psi_j .\]
The tactic `funext j` fixes the site. The first equation rests on `Complex.norm_exp_ofReal_mul_I`, which is \(|e^{ix}|=1\) for real \(x\), and the second on `h`, which adds the exponents. The second part shows that every state is \(U_\theta\) of some state.

```lean
/-- The gauge transformation `U` intertwines the two Hamiltonians: `H' (U ψ) = U (H ψ)`. -/
theorem hamiltonian_gauge (θ : n → ℝ) (T : Matrix n n ℂ) (v : n → ℝ) (ψ : n → ℂ) :
    hamiltonian (peierls θ T) v *ᵥ gauge θ ψ = gauge θ (hamiltonian T v *ᵥ ψ) := by
  have h : ∀ j k, Complex.exp (((θ j - θ k : ℝ) : ℂ) * Complex.I) * phase θ k = phase θ j := by
    intro j k
    unfold phase
    rw [← Complex.exp_add]
    congr 1
    push_cast
    ring
  funext j
  -- hopping part: the phase at `k` cancels against the Peierls factor
  have hT : (peierls θ T *ᵥ gauge θ ψ) j = phase θ j * (T *ᵥ ψ) j := by
    simp only [mulVec, dotProduct, peierls, gauge, of_apply, Finset.mul_sum]
    refine Finset.sum_congr rfl fun k _ => ?_
    rw [← h j k]
    ring
  -- potential part: a diagonal matrix commutes with the phases
  unfold hamiltonian
  rw [add_mulVec, add_mulVec, Pi.add_apply, hT, mulVec_diagonal]
  simp only [gauge, Pi.add_apply, mulVec_diagonal]
  ring
```

The claim is \(H'U_\theta\psi=U_\theta H\psi\) for any complex matrix \(T\). For the hopping part,
\[(T'U_\theta\psi)_j=\sum_k e^{i(\theta_j-\theta_k)}T_{jk}\,e^{i\theta_k}\psi_k=e^{i\theta_j}\sum_kT_{jk}\psi_k ,\]
and for the potential part \(v_j\,e^{i\theta_j}\psi_j=e^{i\theta_j}\,v_j\psi_j\). In the proof, `h` is the cancellation \(e^{i(\theta_j-\theta_k)}e^{i\theta_k}=e^{i\theta_j}\), and `hT` is the displayed line, compared term by term in \(k\) through `Finset.sum_congr`. The last lines split \(H'\) and \(H\) into their two parts and use `mulVec_diagonal`, which says that a diagonal matrix multiplies component \(j\) by \(v_j\).

```lean
/-- The energy of `U ψ` under `T' + diag(v)` equals the energy of `ψ` under `T + diag(v)`. -/
theorem energy_gauge (θ : n → ℝ) (T : Matrix n n ℂ) (v : n → ℝ) (ψ : n → ℂ) :
    energy (hamiltonian (peierls θ T) v) (gauge θ ψ) = energy (hamiltonian T v) ψ := by
  have h : ∀ j, star (phase θ j) * phase θ j = 1 := by
    intro j
    rw [Complex.star_def, mul_comm, Complex.mul_conj, Complex.normSq_eq_norm_sq]
    unfold phase
    rw [Complex.norm_exp_ofReal_mul_I]
    simp
  unfold energy
  rw [hamiltonian_gauge]
  congr 1
  simp only [dotProduct, gauge, Pi.star_apply, star_mul']
  refine Finset.sum_congr rfl fun j _ => ?_
  linear_combination (star (ψ j) * (hamiltonian T v *ᵥ ψ) j) * h j
```

Here \(E_{H'}(U_\theta\psi)=E_H(\psi)\). Inserting the previous result,
\[\sum_j\overline{e^{i\theta_j}\psi_j}\;e^{i\theta_j}(H\psi)_j=\sum_j\overline{e^{i\theta_j}}\,e^{i\theta_j}\;\overline{\psi_j}(H\psi)_j=\sum_j\overline{\psi_j}(H\psi)_j .\]
The step `rw [hamiltonian_gauge]` makes the insertion, `congr 1` reduces the equality of real parts to equality of the complex sums, and `linear_combination` multiplies \(\overline{e^{i\theta_j}}e^{i\theta_j}=1\) by \(\overline{\psi_j}(H\psi)_j\) to settle term \(j\).

```lean
/-- `U ψ` is a ground state of `T' + diag(v)` exactly when `ψ` is one of `T + diag(v)`. -/
theorem isGroundState_gauge (θ : n → ℝ) (T : Matrix n n ℂ) (v : n → ℝ) (ψ : n → ℂ) :
    IsGroundState (hamiltonian (peierls θ T) v) (gauge θ ψ) ↔
      IsGroundState (hamiltonian T v) ψ := by
  have hu : ∀ (η : n → ℝ) (φ : n → ℂ), gauge η φ ∈ unitStates n ↔ φ ∈ unitStates n := by
    intro η φ
    show ∑ j, density (gauge η φ) j = 1 ↔ ∑ j, density φ j = 1
    rw [(gauge_density_inv η φ).1]
  unfold IsGroundState
  rw [hu, energy_gauge]
  refine and_congr_right fun _ => ⟨fun h φ hφ => ?_, fun h φ hφ => ?_⟩
  · rw [← energy_gauge θ T v φ]
    exact h _ ((hu θ φ).2 hφ)
  · rw [← (gauge_density_inv θ φ).2, energy_gauge]
    exact h _ ((hu (-θ) φ).2 hφ)
```

The arrow `↔` is "if and only if": \(U_\theta\psi\) is a ground state of \(H'\) exactly when \(\psi\) is one of \(H\). Normalisation passes both ways because the density is preserved, which is `hu`. Suppose \(U_\theta\psi\) minimises \(E_{H'}\) and \(\varphi\) is normalised. Then
\[E_H(\psi)=E_{H'}(U_\theta\psi)\le E_{H'}(U_\theta\varphi)=E_H(\varphi).\]
Conversely, if \(\psi\) minimises \(E_H\), write \(\varphi=U_\theta U_{-\theta}\varphi\), so that
\[E_{H'}(U_\theta\psi)=E_H(\psi)\le E_H(U_{-\theta}\varphi)=E_{H'}(\varphi).\]
The two bullets of the proof are these two chains.

## The minimum is attained

```lean
/-- On a nonempty finite lattice a ground state exists, and its energy is the ground energy. -/
theorem exists_groundState [Nonempty n] (H : Matrix n n ℂ) :
    ∃ ψ, IsGroundState H ψ ∧ energy H ψ = groundEnergy H := by
  have hcont : Continuous (energy H) := by
    show Continuous fun ψ : n → ℂ => (∑ j, star (ψ j) * ∑ k, H j k * ψ k).re
    fun_prop
  have hclosed : IsClosed (unitStates n) := by
    show IsClosed {ψ : n → ℂ | ∑ j, ‖ψ j‖ ^ 2 = 1}
    exact isClosed_eq (by fun_prop) continuous_const
  -- normalised states lie in the unit ball, so they form a compact set
  have hcomp : IsCompact (unitStates n) := by
    refine (isCompact_closedBall (0 : n → ℂ) 1).of_isClosed_subset hclosed fun ψ hψ => ?_
    rw [mem_closedBall_zero_iff, pi_norm_le_iff_of_nonneg zero_le_one]
    intro j
    have hs : ∑ k, ‖ψ k‖ ^ 2 = 1 := hψ
    have hj : ‖ψ j‖ ^ 2 ≤ ∑ k, ‖ψ k‖ ^ 2 :=
      Finset.single_le_sum (f := fun k => ‖ψ k‖ ^ 2) (fun k _ => by positivity)
        (Finset.mem_univ j)
    nlinarith [norm_nonneg (ψ j)]
  have hne : (unitStates n).Nonempty := by
    obtain ⟨a⟩ := ‹Nonempty n›
    refine ⟨fun j => if j = a then 1 else 0, ?_⟩
    show ∑ j, ‖(if j = a then (1 : ℂ) else 0)‖ ^ 2 = 1
    rw [Finset.sum_eq_single a]
    · simp
    · intro b _ hb
      simp [hb]
    · simp
  obtain ⟨ψ, hψ, hmin⟩ := hcomp.exists_isMinOn hne hcont.continuousOn
  have hle : ∀ φ ∈ unitStates n, energy H ψ ≤ energy H φ := isMinOn_iff.1 hmin
  have hleast : IsLeast (energy H '' unitStates n) (energy H ψ) :=
    ⟨⟨ψ, hψ, rfl⟩, by rintro _ ⟨φ, hφ, rfl⟩; exact hle φ hφ⟩
  exact ⟨ψ, ⟨hψ, hle⟩, hleast.csInf_eq.symm⟩
```

For any complex matrix \(H\) on a lattice with at least one site there exists (`∃`) a ground state, and its energy is \(E_0(H)\). The assumption `[Nonempty n]` matters: with no sites there is no normalised state, and `sInf` of the empty set of reals would return the default value \(0\).

The argument is the extreme value theorem. The energy is a polynomial in the real and imaginary parts of the \(\psi_j\), hence continuous (`hcont`). The normalised states are the level set of a continuous function, hence closed (`hclosed`). They are bounded, since \(|\psi_j|^2\le\sum_k|\psi_k|^2=1\) for each \(j\); the norm on `n → ℂ` is the largest \(|\psi_j|\), so the ball in `hcomp` is a product of unit discs, which is compact in finite dimension. A state concentrated on one site \(a\) is normalised (`hne`). Then `exists_isMinOn` supplies the minimiser, and `hleast` records that its energy is the least element of the set of energies and therefore its infimum.

## Equal ground energies and equal density sets

```lean
/-- For Hermitian `T` and every real `v`, the operator `T' + diag(v)` is Hermitian and has the
same ground energy and the same, nonempty, set of ground-state densities as `T + diag(v)`. -/
theorem peierls_invariance [Nonempty n] (θ : n → ℝ) (T : Matrix n n ℂ) (hT : T.IsHermitian)
    (v : n → ℝ) :
    (hamiltonian (peierls θ T) v).IsHermitian ∧
      groundEnergy (hamiltonian (peierls θ T) v) = groundEnergy (hamiltonian T v) ∧
      groundDensities (hamiltonian (peierls θ T) v) = groundDensities (hamiltonian T v) ∧
      (groundDensities (hamiltonian T v)).Nonempty := by
  obtain ⟨ψ, hψ, hE⟩ := exists_groundState (hamiltonian T v)
  refine ⟨?_, ?_, ?_, ⟨density ψ, ψ, hψ, rfl⟩⟩
  · have h1 : (peierls θ T).IsHermitian := by
      refine IsHermitian.ext fun j k => ?_
      simp only [peierls, of_apply, star_mul']
      rw [hT.apply j k, Complex.star_def, ← Complex.exp_conj, map_mul, Complex.conj_ofReal,
        Complex.conj_I]
      congr 2
      push_cast
      ring
    have h2 : (diagonal fun j => (v j : ℂ)).IsHermitian := by
      refine IsHermitian.ext fun j k => ?_
      by_cases h : j = k
      · subst h
        simp
      · simp [h, Ne.symm h]
    exact h1.add h2
  · -- both `U ψ` and any other ground state `φ` of `H'` minimise, so their energies agree
    obtain ⟨φ, hφ, hE'⟩ := exists_groundState (hamiltonian (peierls θ T) v)
    have hU := (isGroundState_gauge θ T v ψ).2 hψ
    rw [← hE, ← hE', ← energy_gauge θ T v ψ]
    exact le_antisymm (hφ.2 _ hU.1) (hU.2 _ hφ.1)
  · ext ρ
    constructor
    · rintro ⟨φ, hφ, rfl⟩
      refine ⟨gauge (-θ) φ, (isGroundState_gauge θ T v _).1 ?_, (gauge_density_inv _ φ).1⟩
      rw [(gauge_density_inv θ φ).2]
      exact hφ
    · rintro ⟨φ, hφ, rfl⟩
      exact ⟨gauge θ φ, (isGroundState_gauge θ T v φ).2 hφ, (gauge_density_inv θ φ).1⟩
```

The hypothesis `hT` is \(\overline{T_{kj}}=T_{jk}\), the condition that makes \(H\) an observable. For all real \(\theta\) and \(v\) there are four conclusions: \(H'\) is Hermitian, \(E_0(H')=E_0(H)\), the two sets of ground-state densities are equal, and the set for \(H\) is nonempty, so the equality is not one between empty sets.

Hermiticity of \(T'\) is
\[\overline{T'_{kj}}=e^{-i(\theta_k-\theta_j)}\,\overline{T_{kj}}=e^{i(\theta_j-\theta_k)}T_{jk}=T'_{jk},\]
which is `h1` and the only place where `hT` is used; `h2` handles the real diagonal. For the energies, take a ground state \(\psi\) of \(H\) and a ground state \(\varphi\) of \(H'\). Both \(\varphi\) and \(U_\theta\psi\) minimise \(E_{H'}\), so each energy is at most the other (`le_antisymm`), and
\[E_0(H')=E_{H'}(\varphi)=E_{H'}(U_\theta\psi)=E_H(\psi)=E_0(H).\]
For the densities, `ext ρ` asks for two inclusions. A ground state \(\varphi\) of \(H'\) gives the ground state \(U_{-\theta}\varphi\) of \(H\) with the same density, and a ground state \(\varphi\) of \(H\) gives \(U_\theta\varphi\).

For one spinless particle on a finite lattice, the ground energy and ground-state densities as functions of \(v\) therefore cannot tell \(T\) from \(T'\), and a tight-binding calculation of these quantities may fix the site phases as convenient. Many-particle states, interactions, ensembles, excited levels and time-dependent phases do not appear in the statement.

## Two sites with a quarter-turn phase

Take sites \(0,1\), hopping \(T_{01}=T_{10}=-1\), \(T_{00}=T_{11}=0\), potential \(v=(0,\tfrac32)\) and angles \(\theta=(0,\tfrac{\pi}{2})\). Then \(T'_{01}=e^{-i\pi/2}(-1)=i\) and \(T'_{10}=e^{i\pi/2}(-1)=-i\), so
\[H=\begin{pmatrix}0&-1\\-1&\tfrac32\end{pmatrix},\qquad H'=\begin{pmatrix}0&i\\-i&\tfrac32\end{pmatrix}.\]
Both have characteristic equation \(\lambda^2-\tfrac32\lambda-1=0\) for the eigenvalue \(\lambda\), with roots \(-\tfrac12\) and \(2\). These numbers, and the identification of the variational minimum with the lowest eigenvalue, come from ordinary linear algebra and not from a theorem above. The ground state of \(H\) is \(\psi=(2,1)/\sqrt5\), and \(U_\theta\psi=(2,i)/\sqrt5\) satisfies \(H'U_\theta\psi=(-1,-\tfrac{i}{2})/\sqrt5=-\tfrac12U_\theta\psi\). Both densities are \((\tfrac45,\tfrac15)\).

The instance also exposes a slip in stating the result: asserting that \(H\) and \(H'\) have the same ground states, or that \(E_{H'}(\psi)=E_H(\psi)\) for the same \(\psi\). Here
\[E_{H'}(\psi)=\tfrac15\left(2i-2i+\tfrac32\right)=\tfrac3{10}\ne-\tfrac12 ,\]
so \(\psi\) is not a ground state of \(H'\). The states correspond through \(U_\theta\), and it is the densities that coincide.

## The constrained search sees the same energies

```lean
/-- For every density `ρ`, the kinetic energies reachable by states with density `ρ` (the set
searched in the constrained search) are the same for `T'` and `T`. -/
theorem constrained_search_invariance (θ : n → ℝ) (T : Matrix n n ℂ) (ρ : n → ℝ) :
    energy (peierls θ T) '' {ψ | density ψ = ρ} = energy T '' {ψ | density ψ = ρ} := by
  have h0 : ∀ S : Matrix n n ℂ, hamiltonian S 0 = S := fun S => by simp [hamiltonian]
  have hE : ∀ ψ, energy (peierls θ T) (gauge θ ψ) = energy T ψ := fun ψ => by
    have h := energy_gauge θ T 0 ψ
    rwa [h0, h0] at h
  ext e
  constructor
  · rintro ⟨φ, hφ, rfl⟩
    refine ⟨gauge (-θ) φ, (gauge_density_inv _ φ).1.trans hφ, ?_⟩
    rw [← hE, (gauge_density_inv θ φ).2]
  · rintro ⟨φ, hφ, rfl⟩
    exact ⟨gauge θ φ, (gauge_density_inv θ φ).1.trans hφ, hE φ⟩
```

For any real function \(\rho\) on the sites and any complex \(T\),
\[\{E_{T'}(\psi):\rho[\psi]=\rho\}=\{E_T(\psi):\rho[\psi]=\rho\}.\]
The constrained-search functional of density functional theory is, in this one-particle pure-state model, the infimum of that set; the theorem states the equality of the sets themselves. It does not ask \(\rho\) to sum to one or to be nonnegative, and both sets are empty if some \(\rho_j<0\). The proof sets \(v=0\), where the Hamiltonian is the hopping matrix (`h0`), to get \(E_{T'}(U_\theta\psi)=E_T(\psi)\) as `hE`. The two inclusions again send \(\varphi\) to \(U_{-\theta}\varphi\) and to \(U_\theta\varphi\), which keeps the density at \(\rho\).

## Flux through a triangle survives

```lean
omit [Fintype n] [DecidableEq n] in
/-- The product of hopping amplitudes around a triangle is unchanged by Peierls phases of the
difference form `θ_j - θ_k`. -/
theorem loop_invariant (θ : n → ℝ) (T : Matrix n n ℂ) (a b c : n) :
    peierls θ T a b * peierls θ T b c * peierls θ T c a = T a b * T b c * T c a := by
  have h : Complex.exp (((θ a - θ b : ℝ) : ℂ) * Complex.I) *
      Complex.exp (((θ b - θ c : ℝ) : ℂ) * Complex.I) *
      Complex.exp (((θ c - θ a : ℝ) : ℂ) * Complex.I) = 1 := by
    rw [← Complex.exp_add, ← Complex.exp_add, ← Complex.exp_zero]
    congr 1
    push_cast
    ring
  simp only [peierls, of_apply]
  linear_combination (T a b * T b c * T c a) * h
```

For any sites \(a,b,c\), the loop product obeys \(T'_{ab}T'_{bc}T'_{ca}=T_{ab}T_{bc}T_{ca}\), because the exponents telescope:
\[(\theta_a-\theta_b)+(\theta_b-\theta_c)+(\theta_c-\theta_a)=0 .\]
In the proof `h` says that the three phases multiply to \(1\), and `linear_combination` multiplies this by the loop product of \(T\). For three distinct sites whose field-free hoppings are real and nonzero, the argument of the loop product is the magnetic flux phase through the triangle modulo \(2\pi\), shifted by \(\pi\) when the field-free product is negative, as it is for three hoppings \(-1\).

```lean
omit [Fintype n] [DecidableEq n] in
/-- A hopping matrix whose product around some triangle is not real is not the gradient-form Peierls
transform of any real hopping matrix. -/
theorem flux_not_removable (S : Matrix n n ℂ) (a b c : n)
    (hflux : (S a b * S b c * S c a).im ≠ 0) (θ : n → ℝ) (R : Matrix n n ℝ) :
    peierls θ (R.map fun x => (x : ℂ)) ≠ S := by
  rintro rfl
  apply hflux
  rw [loop_invariant]
  simp

end

end PeierlsGauge
```

The hypothesis `hflux` says that a complex matrix \(S\) has \(\operatorname{Im}(S_{ab}S_{bc}S_{ca})\neq0\), a nonzero loop product whose argument is neither \(0\) nor \(\pi\); for a Hermitian \(S\) obtained from real field-free hoppings this is a flux phase other than \(0\) and \(\pi\). Then for every \(\theta\) and every real matrix \(R\), read as a complex one through `R.map`, the transform of \(R\) differs from \(S\). Neither Hermiticity of \(S\) nor symmetry of \(R\) is assumed. If \(S\) were the transform of \(R\), which is what `rintro rfl` substitutes, its loop product would equal the real number \(R_{ab}R_{bc}R_{ca}\), contradicting `hflux`. The three-site ring with \(S_{01}=S_{12}=S_{20}=i\) and conjugate entries in the reverse direction has product \(i^3=-i\) and meets the hypothesis. The theorem concerns loops of three steps and the form of the matrix; it makes no statement about how energies or densities depend on the flux.

```lean
#print axioms PeierlsGauge.exists_groundState
#print axioms PeierlsGauge.peierls_invariance
#print axioms PeierlsGauge.constrained_search_invariance
#print axioms PeierlsGauge.flux_not_removable
```

```
'PeierlsGauge.exists_groundState' depends on axioms: [propext, Classical.choice, Quot.sound]
'PeierlsGauge.peierls_invariance' depends on axioms: [propext, Classical.choice, Quot.sound]
'PeierlsGauge.constrained_search_invariance' depends on axioms: [propext, Classical.choice, Quot.sound]
'PeierlsGauge.flux_not_removable' depends on axioms: [propext, Classical.choice, Quot.sound]
```
